# A polynomial vector field is a mass-action velocity exactly when each negative term in component i contains xᵢ

Some kinetics codes take as input a list of mass-action reactions with positive rate constants. To use polynomial rate equations in such a code, one looks for a list with the same velocity. A check of the negative terms decides whether such a list exists; if it does, one can be built term by term.

## The sign condition and where a code uses it

Let $x_i$ be the concentration of species $i$, for finitely many species, and let $\dot x_i=f_i(x)$ with real polynomials $f_i$. The Hars–Tóth theorem says that a finite mass-action network with velocity $f$ exists if and only if every monomial with a negative coefficient in $f_i$ is divisible by $x_i$.

An importer can run this check on a fitted or truncated polynomial model before building its reaction table. The check also applies to quantum equations of motion once they are written as finitely many real polynomial equations. For a single level of energy $\hbar\omega>0$, the real and imaginary parts of the amplitude obey $\dot x=\omega y$, $\dot y=-\omega x$. This fails in these variables, because $-\omega x$ in $\dot y$ lacks $y$.

## From reactions to coefficients and back

Let reaction $r$ have reactant coefficients $m_{rj}$, product coefficients $p_{rj}$ and rate constant $k_r>0$. The velocity is

$$v_i(x)=\sum_r k_r\,(p_{ri}-m_{ri})\prod_j x_j^{m_{rj}} .$$

**Necessity.** Suppose $v=f$ at all positive concentrations. A one-variable polynomial with infinitely many roots is zero. Applying this to one variable at a time shows that $v_i$ and $f_i$ have equal coefficients. The coefficient of $x^m=\prod_j x_j^{m_j}$ in $v_i$ is the sum of $k_r(p_{ri}-m_{ri})$ over reactions with reactant complex $m$. If $m_i=0$, each summand is $k_rp_{ri}\ge 0$. A negative coefficient therefore requires $m_i\ge 1$.

**Sufficiency.** Let $e_i$ denote one unit of species $i$. Take a term $a\,x^m$ of $f_i$:

- If $a>0$, use $m\to m+e_i$ with rate constant $a$. It contributes $a\,x^m$ to component $i$ and nothing elsewhere.
- If $a<0$, then $m_i\ge1$, so $m\to m-e_i$ is allowed. With rate constant $-a$ it contributes $(-a)(-1)x^m=a\,x^m$.

Joining the lists adds the velocities, which gives $f$.

## Four terms, four reactions

Take $\dot x=2-3xy$ and $\dot y=x^2-5y$. Both negative terms pass, and the construction gives

- $\varnothing\to X$, rate constant 2
- $X+Y\to Y$, rate constant 3
- $2X\to 2X+Y$, rate constant 1
- $Y\to\varnothing$, rate constant 5

At $(x,y)=(1,2)$ the reactions give $\dot x=2-3\cdot 2=-4$ and $\dot y=1-5\cdot2=-9$, as the equations do. Replacing $-3xy$ by $-3y$ would make the system unrealisable.

## The Lean file

```lean
import Mathlib

open MvPolynomial

namespace HarsToth

noncomputable section

/-- A chemical reaction between two different complexes, given by their stoichiometric
coefficients, with a positive rate constant `k`. -/
structure Reaction (σ : Type*) where
  reactant : σ →₀ ℕ
  product : σ →₀ ℕ
  k : ℝ
  k_pos : 0 < k
  proper : reactant ≠ product

variable {σ : Type*}

/-- The mass-action velocity of species `i` at concentrations `c`: each reaction contributes its
rate constant times the net change of `i` times the product of the concentrations, each raised to
its reactant coefficient. -/
def velocity [Fintype σ] (N : List (Reaction σ)) (c : σ → ℝ) (i : σ) : ℝ :=
  (N.map fun r => r.k * ((r.product i : ℝ) - r.reactant i) * ∏ j, c j ^ r.reactant j).sum

/-- The mass-action velocity of species `i` as a formal polynomial in the concentrations. -/
def velocityPoly (N : List (Reaction σ)) (i : σ) : MvPolynomial σ ℝ :=
  (N.map fun r => monomial r.reactant (r.k * ((r.product i : ℝ) - r.reactant i))).sum

/-- A polynomial vector field is a mass-action field if some finite reaction network has it as
its velocity at all positive concentrations. -/
def IsMassAction [Fintype σ] (f : σ → MvPolynomial σ ℝ) : Prop :=
  ∃ N : List (Reaction σ), ∀ c : σ → ℝ, (∀ j, 0 < c j) → ∀ i, velocity N c i = eval c (f i)

/-- No negative cross-effects: each monomial with negative coefficient in the velocity of
species `i` is divisible by the concentration of `i`. -/
def NoNegativeCrossEffect (f : σ → MvPolynomial σ ℝ) : Prop :=
  ∀ i m, coeff m (f i) < 0 → (X i : MvPolynomial σ ℝ) ∣ monomial m 1

/-- Evaluating the velocity polynomial at concentrations `c` gives the mass-action velocity. -/
theorem eval_velocityPoly [Fintype σ] (N : List (Reaction σ)) (c : σ → ℝ) (i : σ) :
    eval c (velocityPoly N i) = velocity N c i := by
  induction N with
  | nil => simp [velocity, velocityPoly]
  | cons r N ih =>
    simp only [velocity, velocityPoly, List.map_cons, List.sum_cons, map_add,
      eval_monomial] at ih ⊢
    rw [ih, Finsupp.prod_fintype _ _ (fun j => pow_zero _)]

/-- In the velocity of species `i`, a monomial that does not contain the concentration of `i`
has a nonnegative coefficient. -/
theorem coeff_velocityPoly_nonneg (N : List (Reaction σ)) {i : σ} {m : σ →₀ ℕ} (hm : m i = 0) :
    0 ≤ coeff m (velocityPoly N i) := by
  classical
  induction N with
  | nil => simp [velocityPoly]
  | cons r N ih =>
    simp only [velocityPoly, List.map_cons, List.sum_cons, coeff_add, coeff_monomial] at ih ⊢
    refine add_nonneg ?_ ih
    split_ifs with h
    · -- the reaction does not consume species `i`
      have h0 : r.reactant i = 0 := by rw [h]; exact hm
      rw [h0, Nat.cast_zero, sub_zero]
      exact mul_nonneg r.k_pos.le (Nat.cast_nonneg _)
    · exact le_rfl

/-- A single term `a * x^m` in the velocity of species `i` alone is realised by a network,
provided that `m` contains species `i` whenever `a` is negative. -/
theorem exists_network_term [DecidableEq σ] (i : σ) (m : σ →₀ ℕ) (a : ℝ)
    (h : a < 0 → m i ≠ 0) :
    ∃ N : List (Reaction σ), velocityPoly N = Pi.single i (monomial m a) := by
  rcases lt_trichotomy a 0 with ha | ha | ha
  · -- degradation: `m → m - e_i` with rate constant `-a`
    have hm := h ha
    have h1 : (m - Finsupp.single i 1 : σ →₀ ℕ) i + 1 = m i := by
      rw [Finsupp.tsub_apply, Finsupp.single_eq_same]; omega
    have h2 : (((m - Finsupp.single i 1 : σ →₀ ℕ) i : ℕ) : ℝ) + 1 = (m i : ℝ) := by
      exact_mod_cast h1
    refine ⟨[⟨m, m - Finsupp.single i 1, -a, by linarith, fun e => ?_⟩], ?_⟩
    · have := DFunLike.congr_fun e i
      rw [Finsupp.tsub_apply, Finsupp.single_eq_same] at this
      omega
    · funext j
      by_cases hj : j = i
      · rw [hj]
        simp only [velocityPoly, List.map_cons, List.map_nil, List.sum_cons, List.sum_nil,
          add_zero, Pi.single_eq_same]
        exact congrArg (monomial m) (by linear_combination (-a) * h2)
      · simp [velocityPoly, hj]
  · exact ⟨[], by funext j; simp [velocityPoly, ha]⟩
  · -- production: `m → m + e_i` with rate constant `a`
    refine ⟨[⟨m, m + Finsupp.single i 1, a, ha, fun e => ?_⟩], ?_⟩
    · have := DFunLike.congr_fun e i
      rw [Finsupp.add_apply, Finsupp.single_eq_same] at this
      omega
    · funext j
      by_cases hj : j = i
      · rw [hj]
        simp [velocityPoly]
      · simp [velocityPoly, hj]

/-- Superposition: if each of finitely many vector fields is the velocity of a network, then so
is their sum. -/
theorem exists_network_sum {ι : Type*} (s : Finset ι) (g : ι → σ → MvPolynomial σ ℝ)
    (h : ∀ a, ∃ N : List (Reaction σ), velocityPoly N = g a) :
    ∃ N : List (Reaction σ), velocityPoly N = ∑ a ∈ s, g a := by
  classical
  induction s using Finset.induction_on with
  | empty => exact ⟨[], by funext j; simp [velocityPoly]⟩
  | insert a s ha ih =>
    obtain ⟨N, hN⟩ := ih
    obtain ⟨M, hM⟩ := h a
    refine ⟨M ++ N, ?_⟩
    rw [Finset.sum_insert ha, ← hN, ← hM]
    funext j
    simp [velocityPoly]

/-- **Hars–Tóth theorem.** A real polynomial vector field is the mass-action velocity of a finite
reaction network with positive rate constants if and only if each monomial with negative
coefficient in the `i`-th component is divisible by the `i`-th concentration. -/
theorem hars_toth [Fintype σ] (f : σ → MvPolynomial σ ℝ) :
    IsMassAction f ↔ NoNegativeCrossEffect f := by
  classical
  constructor
  · rintro ⟨N, hN⟩ i m hneg
    -- agreement at positive concentrations is equality of polynomials
    have e : velocityPoly N i = f i :=
      MvPolynomial.funext_set (fun _ => Set.Ioi (0 : ℝ)) (fun _ => Set.Ioi_infinite 0)
        (fun c hc => by
          rw [eval_velocityPoly]
          exact hN c (fun j => hc j (Set.mem_univ j)) i)
    rw [X_dvd_monomial]
    right
    intro hm
    have := coeff_velocityPoly_nonneg N hm
    rw [e] at this
    linarith
  · intro h
    -- realise each component term by term, then join the networks
    have hi : ∀ i, ∃ N : List (Reaction σ), velocityPoly N = Pi.single i (f i) := by
      intro i
      obtain ⟨N, hN⟩ := exists_network_sum (f i).support
        (fun m => Pi.single i (monomial m (coeff m (f i))))
        (fun m => exists_network_term i m _ (fun hneg => by
          have hd := h i m hneg
          rw [X_dvd_monomial] at hd
          exact hd.resolve_left one_ne_zero))
      refine ⟨N, hN.trans ?_⟩
      funext j
      rw [Finset.sum_apply]
      by_cases hj : j = i
      · rw [hj]
        simp only [Pi.single_eq_same]
        exact support_sum_monomial_coeff (f i)
      · simp [hj]
    obtain ⟨N, hN⟩ := exists_network_sum Finset.univ (fun i => Pi.single i (f i)) hi
    rw [Finset.univ_sum_single] at hN
    exact ⟨N, fun c _ i => by rw [← eval_velocityPoly, hN]⟩

/-- At nonnegative concentrations, the mass-action velocity of an absent species is
nonnegative. -/
theorem velocity_nonneg_of_absent [Fintype σ] (N : List (Reaction σ)) (c : σ → ℝ)
    (hc : ∀ j, 0 ≤ c j) (i : σ) (hi : c i = 0) : 0 ≤ velocity N c i := by
  refine List.sum_nonneg fun x hx => ?_
  obtain ⟨r, -, rfl⟩ := List.mem_map.mp hx
  by_cases h : r.reactant i = 0
  · rw [h, Nat.cast_zero, sub_zero]
    exact mul_nonneg (mul_nonneg r.k_pos.le (Nat.cast_nonneg _))
      (Finset.prod_nonneg fun j _ => pow_nonneg (hc j) _)
  · -- a reaction that needs the absent species does not run
    have h0 : ∏ j, c j ^ r.reactant j = 0 :=
      Finset.prod_eq_zero (Finset.mem_univ i) (by rw [hi, zero_pow h])
    rw [h0, mul_zero]

/-- The field `x' = (y - 1)²`, `y' = 0` has nonnegative components everywhere, yet it is not a
mass-action field. -/
theorem nonneg_not_massAction :
    (∀ (c : Fin 2 → ℝ) (i : Fin 2),
      0 ≤ eval c ((![(X 1 - 1) ^ 2, 0] : Fin 2 → MvPolynomial (Fin 2) ℝ) i)) ∧
    ¬ IsMassAction (![(X 1 - 1) ^ 2, 0] : Fin 2 → MvPolynomial (Fin 2) ℝ) := by
  constructor
  · intro c i
    fin_cases i
    · simpa using sq_nonneg (c 1 - 1)
    · simp
  · intro h
    -- the offending term is `-2 y` in the velocity of `x`
    have hc : coeff (Finsupp.single 1 1) ((X 1 - 1) ^ 2 : MvPolynomial (Fin 2) ℝ) = -2 := by
      have e : ((X 1 - 1) ^ 2 : MvPolynomial (Fin 2) ℝ) = X 1 ^ 2 - (X 1 + X 1) + 1 := by ring
      have h1 : ¬ (Finsupp.single 1 2 : Fin 2 →₀ ℕ) = Finsupp.single 1 1 := fun e => by
        have := DFunLike.congr_fun e 1
        simp at this
      have h2 : ¬ (0 : Fin 2 →₀ ℕ) = Finsupp.single 1 1 := fun e => by
        have := DFunLike.congr_fun e 1
        simp at this
      rw [e, coeff_add, coeff_sub, coeff_add, coeff_X_pow, coeff_X, coeff_one, if_neg h1,
        if_neg h2]
      norm_num
    have hd := (hars_toth _).mp h 0 (Finsupp.single 1 1) (by
      change coeff _ ((X 1 - 1) ^ 2 : MvPolynomial (Fin 2) ℝ) < 0
      rw [hc]; norm_num)
    rw [X_dvd_monomial] at hd
    simp at hd

/-- The harmonic oscillator `x' = ω y`, `y' = -ω x` with `ω > 0` is not a mass-action field. -/
theorem oscillator_not_massAction (ω : ℝ) (hω : 0 < ω) :
    ¬ IsMassAction (![C ω * X 1, -(C ω * X 0)] : Fin 2 → MvPolynomial (Fin 2) ℝ) := by
  intro h
  have hd := (hars_toth _).mp h 1 (Finsupp.single 0 1) (by
    change coeff _ (-(C ω * X 0) : MvPolynomial (Fin 2) ℝ) < 0
    rw [coeff_neg, coeff_C_mul, coeff_X, if_pos rfl]
    linarith)
  rw [X_dvd_monomial] at hd
  simp at hd

end

end HarsToth
```

```lean
#print axioms HarsToth.hars_toth
-- 'HarsToth.hars_toth' depends on axioms: [propext, Classical.choice, Quot.sound]
#print axioms HarsToth.velocity_nonneg_of_absent
-- 'HarsToth.velocity_nonneg_of_absent' depends on axioms: [propext, Classical.choice, Quot.sound]
#print axioms HarsToth.nonneg_not_massAction
-- 'HarsToth.nonneg_not_massAction' depends on axioms: [propext, Classical.choice, Quot.sound]
#print axioms HarsToth.oscillator_not_massAction
-- 'HarsToth.oscillator_not_massAction' depends on axioms: [propext, Classical.choice, Quot.sound]
```

## How the Lean statement and proof correspond to the chemistry

The type `σ` labels the species, and a complex is a function `σ →₀ ℕ`. A `Reaction` has two different complexes and a positive `k`. `IsMassAction` asks for agreement at strictly positive concentrations only. `NoNegativeCrossEffect` is the divisibility condition. Rates use plain powers, without factorials.

`eval_velocityPoly` identifies the velocity with a formal polynomial, by induction on the reaction list. `coeff_velocityPoly_nonneg` is the sign argument for $m_i=0$. In `hars_toth`, `MvPolynomial.funext_set` turns agreement on the positive orthant into equality of polynomials.

For the converse, `exists_network_term` splits on the sign of $a$ and builds the reactions above. `exists_network_sum` joins lists; it is applied first to the monomials of one component, then to the species.

`velocity_nonneg_of_absent` shows that, at nonnegative concentrations, an absent species has nonnegative velocity: a reaction that needs it has zero rate, and any other cannot lower it. Nonnegative velocity is not sufficient for realisability. In `nonneg_not_massAction`, $\dot x=(y-1)^2$, $\dot y=0$ fails because the expansion contains $-2y$. `oscillator_not_massAction` treats the oscillator above; in both examples, indices `0` and `1` stand for $x$ and $y$.

## A network, not necessarily the mechanism

The theorem supplies a network with the right velocity; identifying its reactions with real elementary steps needs separate evidence. The construction imposes no atom balance and no limit on molecularity. Nor does the velocity fix the noise in a stochastic simulation: $\varnothing\to X$ at rate 2 and $\varnothing\to2X$ at rate 1 give the same $\dot x$ but different fluctuations.
